# The Born–von Karman group of a space group with lattice $\mathbb Z^n$ and finite point group $P$ has order $N^n|P|$ for $N\ge 1$

A crystal is given periodic boundary conditions, with $N$ primitive cells along each of its $n$ lattice directions. How many distinct space-group operations remain depends on when two operations count as the same. Here they do when they differ by a translation through a vector of $N\mathbb Z^n$. The Born–von Karman group is therefore the quotient of the space group $G$ by these translations.

Positions are written in a primitive lattice basis, so the pure translations of $G$ are exactly the integer vectors. The point group $P$, the set of linear parts of $G$, is assumed finite. For a crystal this reflects the fact that its operations preserve distances, which leaves only finitely many linear parts compatible with a lattice. The passage from Cartesian coordinates to the primitive basis is made beforehand and is not formalised.

In electronic-structure calculations on an $N\times\cdots\times N$ periodic cell, this finite group acts on spinless one-electron functions with the period of that cell. Unequal numbers of cells along the axes, spin and time reversal are left out.

In Lean 4 with Mathlib:

```lean
import Mathlib

open Matrix

namespace BornVonKarmanOrder

noncomputable section
```

## Seitz operators and their product

A Seitz operator $(R,t)$, often written $\{R|t\}$, sends $x$ to $Rx+t$. The field `rot` holds $R$, which despite its name may be any invertible real matrix, including an inversion or a reflection. It need not be orthogonal, since a rotation written in an oblique lattice basis usually isn't. The field `trans` holds $t$.

```lean
/-- A real Seitz operator `(R, t)`, acting on points as `x ↦ R x + t`, with `R` invertible. -/
@[ext] structure Seitz (n : ℕ) where
  /-- The linear part `R`. -/
  rot : (Matrix (Fin n) (Fin n) ℝ)ˣ
  /-- The translation part `t`. -/
  trans : Fin n → ℝ
```

Applying $(S,u)$ first and $(R,t)$ second gives $R(Sx+u)+t$, hence
$$(R,t)(S,u)=(RS,\,Ru+t).$$

```lean
variable {n : ℕ}

/-- The Seitz product `(R, t)(S, u) = (R S, R u + t)`. -/
instance : Mul (Seitz n) :=
  ⟨fun g h => ⟨g.rot * h.rot, g.rot.val *ᵥ h.trans + g.trans⟩⟩
```

The identity leaves every point fixed.

```lean
/-- The identity operator `(1, 0)`. -/
instance : One (Seitz n) := ⟨⟨1, 0⟩⟩
```

Solving $y=Rx+t$ for $x$ gives $x=R^{-1}y-R^{-1}t$, from which the inverse is read off.

```lean
/-- The inverse operator `(R⁻¹, -R⁻¹ t)`. -/
instance : Inv (Seitz n) :=
  ⟨fun g => ⟨g.rot⁻¹, -((g.rot⁻¹).val *ᵥ g.trans)⟩⟩
```

For a third operator $(Q,w)$, associativity of the translation parts is
$$RSw+(Ru+t)=R(Sw+u)+t.$$
Also $(1,0)(R,t)=(R,t)$ and $(R^{-1},-R^{-1}t)(R,t)=(1,0)$. Associativity, a left identity and left inverses suffice for a group, and these are the three arguments supplied below.

```lean
/-- The Seitz operators form a group. -/
instance : Group (Seitz n) := Group.ofLeftAxioms
  (fun a b c => Seitz.ext (mul_assoc _ _ _) (by
    change (a.rot * b.rot).val *ᵥ c.trans + (a.rot.val *ᵥ b.trans + a.trans)
      = a.rot.val *ᵥ (b.rot.val *ᵥ c.trans + b.trans) + a.trans
    rw [Units.val_mul, ← Matrix.mulVec_mulVec, Matrix.mulVec_add, add_assoc]))
  (fun a => Seitz.ext (one_mul _) (by
    change (1 : (Matrix (Fin n) (Fin n) ℝ)ˣ).val *ᵥ a.trans + 0 = a.trans
    rw [Units.val_one, Matrix.one_mulVec, add_zero]))
  (fun a => Seitz.ext (inv_mul_cancel _) (add_neg_cancel _))
```

## Point group and lattice

The product rule shows that $(R,t)\mapsto R$ respects multiplication.

```lean
/-- The homomorphism `(R, t) ↦ R`. -/
def rotHom (n : ℕ) : Seitz n →* (Matrix (Fin n) (Fin n) ℝ)ˣ where
  toFun := Seitz.rot
  map_one' := rfl
  map_mul' _ _ := rfl
```

The point group $P$ is the image of $G$ under this map. An element of $P$ need not belong to $G$ as an operation without translation, so screw axes and glide planes are allowed.

```lean
/-- The point group: all linear parts of operators in `G`. -/
def pointGroup (G : Subgroup (Seitz n)) : Subgroup (Matrix (Fin n) (Fin n) ℝ)ˣ :=
  G.map (rotHom n)
```

The lattice hypothesis says that an operator with linear part $1$ belongs to $G$ if and only if its translation has integer components. Both directions are used later.

```lean
/-- The pure translations in `G` are exactly those by integer vectors. -/
def HasIntegerLattice (G : Subgroup (Seitz n)) : Prop :=
  ∀ g : Seitz n, g.rot = 1 → (g ∈ G ↔ ∃ m : Fin n → ℤ, ∀ i, g.trans i = m i)
```

The translations by $N\mathbb Z^n$ form a group, because $Nm+Nk=N(m+k)$ and $-(Nm)=N(-m)$. The code calls this group `superlattice n N`, after the enlarged cell, although its vectors form a subset of $\mathbb Z^n$. The full lattice is `superlattice n 1`.

```lean
/-- The group of translations by the vectors of `N ℤⁿ`. -/
def superlattice (n N : ℕ) : Subgroup (Seitz n) where
  carrier := {g | g.rot = 1 ∧ ∃ m : Fin n → ℤ, ∀ i, g.trans i = (N : ℝ) * m i}
  one_mem' := ⟨rfl, 0, fun i => by change (0 : ℝ) = _; simp⟩
  mul_mem' := by
    rintro g h ⟨hg, m, hm⟩ ⟨hh, k, hk⟩
    refine ⟨?_, m + k, fun i => ?_⟩
    · change g.rot * h.rot = 1
      rw [hg, hh, one_mul]
    · change (g.rot.val *ᵥ h.trans + g.trans) i = _
      simp only [hg, Units.val_one, Matrix.one_mulVec, Pi.add_apply, hm, hk, Int.cast_add]
      ring
  inv_mem' := by
    rintro g ⟨hg, m, hm⟩
    refine ⟨?_, -m, fun i => ?_⟩
    · change g.rot⁻¹ = 1
      rw [hg, inv_one]
    · change (-((g.rot⁻¹).val *ᵥ g.trans)) i = _
      simp only [hg, inv_one, Units.val_one, Matrix.one_mulVec, Pi.neg_apply, hm, Int.cast_neg]
      ring
```

The quotient is first of all a set of cosets. It becomes a group once the subgroup is known to be normal. The expression `subgroupOf G` selects the translations that lie in $G$, as a subgroup of $G$. Under the lattice hypothesis these are all the translations by $N\mathbb Z^n$.

```lean
/-- The set of left cosets in `G` of the subgroup of those translations by `N ℤⁿ` that lie in `G`.
If `G` has translation lattice `ℤⁿ`, this subgroup is normal and the cosets form the Born-von Karman
group. -/
abbrev BornVonKarman (G : Subgroup (Seitz n)) (N : ℕ) : Type :=
  G ⧸ (superlattice n N).subgroupOf G
```

## Why the translations by $N\mathbb Z^n$ are normal

Let $g=(R,t)$. Then
$$g\,(1,v)=(R,\,Rv+t)=(1,Rv)\,g,$$
so $g(1,v)g^{-1}=(1,Rv)$. The proof likewise moves $g^{-1}$ to the other side and compares the two components.

```lean
/-- Conjugating the translation by `v` with `(R, t)` gives the translation by `R v`. -/
theorem conj_translation (g : Seitz n) (v : Fin n → ℝ) :
    g * ⟨1, v⟩ * g⁻¹ = ⟨1, g.rot.val *ᵥ v⟩ := by
  rw [mul_inv_eq_iff_eq_mul]
  refine Seitz.ext ?_ ?_
  · change g.rot * 1 = 1 * g.rot
    rw [mul_one, one_mul]
  · change g.rot.val *ᵥ v + g.trans
      = (1 : (Matrix (Fin n) (Fin n) ℝ)ˣ).val *ᵥ g.trans + g.rot.val *ᵥ v
    rw [Units.val_one, Matrix.one_mulVec, add_comm]
```

If $g\in G$ and $m\in\mathbb Z^n$, then $(1,m)\in G$, and so is its conjugate $(1,Rm)$. This is a pure translation of $G$, so $Rm$ is an integer vector. The two uses of `hG` are the two directions of the lattice hypothesis.

```lean
/-- If the translation lattice of `G` is `ℤⁿ`, the linear part of every operator in `G` maps
integer vectors to integer vectors. -/
theorem rot_preserves_lattice {G : Subgroup (Seitz n)} (hG : HasIntegerLattice G)
    {g : Seitz n} (hg : g ∈ G) (m : Fin n → ℤ) :
    ∃ k : Fin n → ℤ, ∀ i, (g.rot.val *ᵥ fun j => (m j : ℝ)) i = k i := by
  have hτ : (⟨1, fun j => (m j : ℝ)⟩ : Seitz n) ∈ G := (hG _ rfl).2 ⟨m, fun _ => rfl⟩
  have hc := G.mul_mem (G.mul_mem hg hτ) (G.inv_mem hg)
  rw [conj_translation] at hc
  exact (hG _ rfl).1 hc
```

By linearity $R(Nm)=N(Rm)$, and $Rm$ is an integer vector. Conjugation by an element of $G$ therefore keeps a translation inside $N\mathbb Z^n$, which is normality.

```lean
/-- If the translation lattice of `G` is `ℤⁿ`, the translations by `N ℤⁿ` are normal in `G`. -/
theorem superlattice_normal {G : Subgroup (Seitz n)} (hG : HasIntegerLattice G) (N : ℕ) :
    ((superlattice n N).subgroupOf G).Normal := by
  constructor
  rintro ⟨τ, hτG⟩ hτ ⟨g, hg⟩
  rw [Subgroup.mem_subgroupOf] at hτ ⊢
  obtain ⟨h1, m, hm⟩ := hτ
  obtain ⟨k, hk⟩ := rot_preserves_lattice hG hg m
  have e : τ = ⟨1, (N : ℝ) • fun j => (m j : ℝ)⟩ := Seitz.ext h1 (funext fun i => hm i)
  change g * τ * g⁻¹ ∈ superlattice n N
  rw [e, conj_translation]
  refine ⟨rfl, k, fun i => ?_⟩
  change (g.rot.val *ᵥ ((N : ℝ) • fun j => (m j : ℝ))) i = (N : ℝ) * k i
  rw [Matrix.mulVec_smul, Pi.smul_apply, hk, smul_eq_mul]
```

## Counting cosets in two stages

Reduce each component of a lattice vector modulo $N$:
$$\mathbb Z^n\to(\mathbb Z/N)^n,\qquad m\mapsto m \bmod N.$$
This map is additive and onto, and its kernel is $N\mathbb Z^n$. For $N\ge1$ the index of $N\mathbb Z^n$ in $\mathbb Z^n$ is thus the number of elements of $(\mathbb Z/N)^n$, namely $N^n$.

In the code the components are real numbers that happen to be integers, and the floor function recovers the integers. The facts `hφ`, `hker` and `hs` are additivity, the kernel and surjectivity. `Multiplicative` only rewrites addition as a product, to match the group of operators.

```lean
/-- The translations by `N ℤⁿ` have index `N ^ n` among those by `ℤⁿ`, an infinite index
being counted as `0`. -/
theorem superlattice_index (n N : ℕ) :
    (superlattice n N).relIndex (superlattice n 1) = N ^ n := by
  have fl : ∀ g : superlattice n 1, ∃ m : Fin n → ℤ, ∀ i, g.1.trans i = m i := fun g => by
    obtain ⟨_, m, hm⟩ := g.2
    exact ⟨m, fun i => (hm i).trans (by simp)⟩
  -- reduction of the lattice vector modulo `N`
  let φ : superlattice n 1 → Fin n → ZMod N := fun g i => ((⌊g.1.trans i⌋ : ℤ) : ZMod N)
  have hφ : ∀ a b, φ (a * b) = φ a + φ b := by
    intro a b
    obtain ⟨m, hm⟩ := fl a
    obtain ⟨k, hk⟩ := fl b
    funext i
    have h1 : a.1.rot = 1 := a.2.1
    have hab : (a * b).1.trans i = ((k i + m i : ℤ) : ℝ) := by
      change (a.1.rot.val *ᵥ b.1.trans + a.1.trans) i = _
      simp only [h1, Units.val_one, Matrix.one_mulVec, Pi.add_apply, hm, hk, Int.cast_add]
    change ((⌊(a * b).1.trans i⌋ : ℤ) : ZMod N)
      = ((⌊a.1.trans i⌋ : ℤ) : ZMod N) + ((⌊b.1.trans i⌋ : ℤ) : ZMod N)
    rw [hab, hm, hk, Int.floor_intCast, Int.floor_intCast, Int.floor_intCast,
      Int.cast_add, add_comm]
  let f : superlattice n 1 →* Multiplicative (Fin n → ZMod N) :=
    MonoidHom.mk' (fun g => Multiplicative.ofAdd (φ g)) (fun a b => by
      have h := congrArg Multiplicative.ofAdd (hφ a b)
      exact h)
  -- its kernel consists of the translations by `N ℤⁿ`
  have hker : (superlattice n N).subgroupOf (superlattice n 1) = f.ker := by
    ext g
    obtain ⟨m, hm⟩ := fl g
    have hf : f g = 1 ↔ ∀ i, ((m i : ℤ) : ZMod N) = 0 := by
      have hg : φ g = fun i => ((m i : ℤ) : ZMod N) := funext fun i => by
        change ((⌊g.1.trans i⌋ : ℤ) : ZMod N) = _
        rw [hm, Int.floor_intCast]
      change Multiplicative.ofAdd (φ g) = 1 ↔ _
      rw [ofAdd_eq_one, hg, funext_iff]
      rfl
    rw [Subgroup.mem_subgroupOf, MonoidHom.mem_ker, hf]
    constructor
    · rintro ⟨_, k, hk⟩ i
      rw [CharP.intCast_eq_zero_iff (ZMod N) N]
      exact ⟨k i, by exact_mod_cast (hm i).symm.trans (hk i)⟩
    · intro h
      choose k hk using fun i => (CharP.intCast_eq_zero_iff (ZMod N) N (m i)).1 (h i)
      exact ⟨g.2.1, k, fun i => by rw [hm i, hk i, Int.cast_mul, Int.cast_natCast]⟩
  have hs : Function.Surjective f := by
    intro v
    choose m hm using fun i => ZMod.intCast_surjective (Multiplicative.toAdd v i)
    refine ⟨⟨⟨1, fun i => (m i : ℝ)⟩, rfl, m, fun i => by simp⟩, ?_⟩
    apply Multiplicative.toAdd.injective
    funext i
    change ((⌊(m i : ℝ)⌋ : ℤ) : ZMod N) = Multiplicative.toAdd v i
    rw [Int.floor_intCast, hm]
  rw [Subgroup.relIndex, hker, Subgroup.index_ker, MonoidHom.range_eq_top.2 hs,
    Subgroup.card_top, Nat.card_congr Multiplicative.toAdd, Nat.card_pi]
  simp
```

Next, restrict $(R,t)\mapsto R$ to $G$. Its image is $P$, and its kernel consists of the pure translations of $G$, which are $\mathbb Z^n$. Two operations of $G$ have the same linear part exactly when they lie in the same coset of the lattice, so the index of $\mathbb Z^n$ in $G$ is $|P|$. The facts `hker` and `hrange` identify the kernel and the image.

```lean
/-- If the translation lattice of `G` is `ℤⁿ`, its index in `G` is the order of the point group,
infinite values being counted as `0`. -/
theorem lattice_index {G : Subgroup (Seitz n)} (hG : HasIntegerLattice G) :
    (superlattice n 1).relIndex G = Nat.card (pointGroup G) := by
  let f := (rotHom n).comp G.subtype
  have hker : (superlattice n 1).subgroupOf G = f.ker := by
    ext ⟨g, hg⟩
    rw [Subgroup.mem_subgroupOf, MonoidHom.mem_ker]
    constructor
    · intro h
      exact h.1
    · intro h
      obtain ⟨m, hm⟩ := (hG g h).1 hg
      exact ⟨h, m, fun i => (hm i).trans (by simp)⟩
  have hrange : f.range = pointGroup G := by
    ext r
    constructor
    · rintro ⟨⟨g, hg⟩, rfl⟩
      exact ⟨g, hg, rfl⟩
    · rintro ⟨g, hg, rfl⟩
      exact ⟨⟨g, hg⟩, rfl⟩
  rw [Subgroup.relIndex, hker, Subgroup.index_ker, hrange]
```

Since $N\mathbb Z^n\subseteq\mathbb Z^n\subseteq G$, the indices multiply:
$$[G:N\mathbb Z^n]=[\mathbb Z^n:N\mathbb Z^n]\,[G:\mathbb Z^n]=N^n|P|.$$

The theorem takes the lattice hypothesis `hG`, the finiteness `hP` of the point group and `hN`, which is $N\ge1$. It concludes that the subgroup is normal, that the quotient is finite and that its order is $N^n|P|$. Inclusions `h1` and `h2` justify the multiplication of indices. `Nat.card` assigns $0$ to an infinite set, so finiteness is obtained from the product being positive.

```lean
/-- Let `G` have translation lattice `ℤⁿ` and finite point group, and let `N ≥ 1`. Then the
translations by `N ℤⁿ` are normal in `G`, and the Born-von Karman group is finite, of order
`N ^ n` times the order of the point group. -/
theorem bornVonKarman_order {G : Subgroup (Seitz n)} (hG : HasIntegerLattice G)
    (hP : Finite (pointGroup G)) {N : ℕ} (hN : 1 ≤ N) :
    ((superlattice n N).subgroupOf G).Normal ∧ Finite (BornVonKarman G N) ∧
      Nat.card (BornVonKarman G N) = N ^ n * Nat.card (pointGroup G) := by
  have h1 : superlattice n N ≤ superlattice n 1 := by
    rintro g ⟨h, m, hm⟩
    exact ⟨h, fun i => (N : ℤ) * m i, fun i => (hm i).trans (by push_cast; ring)⟩
  have h2 : superlattice n 1 ≤ G := by
    rintro g ⟨h, m, hm⟩
    exact (hG g h).2 ⟨m, fun i => (hm i).trans (by simp)⟩
  -- the index is multiplicative along `N ℤⁿ ≤ ℤⁿ ≤ G`
  have hc : Nat.card (BornVonKarman G N) = N ^ n * Nat.card (pointGroup G) := by
    change (superlattice n N).relIndex G = _
    rw [← Subgroup.relIndex_mul_relIndex _ _ _ h1 h2, superlattice_index, lattice_index hG]
  refine ⟨superlattice_normal hG N, Nat.finite_of_card_ne_zero ?_, hc⟩
  rw [hc]
  exact (Nat.mul_pos (pow_pos hN n) Nat.card_pos).ne'
```

The lattice hypothesis alone does not make the quotient finite. In two dimensions take
$$S=\begin{pmatrix}1&1\\0&1\end{pmatrix}$$
and let $G$ consist of all $(S^k,m)$ with $k\in\mathbb Z$ and $m\in\mathbb Z^2$. Its pure translations are exactly $\mathbb Z^2$, but the powers of $S$ are all different. Operations with different $k$ stay distinct in the quotient, which is infinite for every $N$.

## Integer translations with inversion

The operators $(\pm1,m)$ with $m\in\mathbb Z^n$ form a group. The translation part of a product is $\pm k+m$, again an integer vector. The inverses are $(1,m)^{-1}=(1,-m)$ and $(-1,m)^{-1}=(-1,m)$. The case splits in the code follow these signs.

```lean
/-- The group of all operators `(1, m)` and `(-1, m)` with `m` an integer vector. -/
def inversionGroup (n : ℕ) : Subgroup (Seitz n) where
  carrier := {g | (g.rot = 1 ∨ g.rot = -1) ∧ ∃ m : Fin n → ℤ, ∀ i, g.trans i = m i}
  one_mem' := ⟨Or.inl rfl, 0, fun i => by change (0 : ℝ) = _; simp⟩
  mul_mem' := by
    rintro g h ⟨hg, m, hm⟩ ⟨hh, k, hk⟩
    refine ⟨?_, ?_⟩
    · change g.rot * h.rot = 1 ∨ g.rot * h.rot = -1
      rcases hg with hg | hg <;> rcases hh with hh | hh <;> simp [hg, hh]
    · rcases hg with hg | hg
      · refine ⟨k + m, fun i => ?_⟩
        change (g.rot.val *ᵥ h.trans + g.trans) i = _
        simp [hg, hm, hk]
      · refine ⟨-k + m, fun i => ?_⟩
        change (g.rot.val *ᵥ h.trans + g.trans) i = _
        simp [hg, Matrix.neg_mulVec, hm, hk]
  inv_mem' := by
    rintro g ⟨hg, m, hm⟩
    have hi : g.rot⁻¹ = g.rot :=
      inv_eq_of_mul_eq_one_right (by rcases hg with h | h <;> simp [h])
    refine ⟨?_, ?_⟩
    · change g.rot⁻¹ = 1 ∨ g.rot⁻¹ = -1
      rwa [hi]
    · rcases hg with hg | hg
      · refine ⟨-m, fun i => ?_⟩
        change (-((g.rot⁻¹).val *ᵥ g.trans)) i = _
        rw [hi, hg]
        simp [hm]
      · refine ⟨m, fun i => ?_⟩
        change (-((g.rot⁻¹).val *ᵥ g.trans)) i = _
        rw [hi, hg]
        simp [Matrix.neg_mulVec, hm]
```

The pure translations are the integer vectors by construction, and the point group is $\{1,-1\}$. For $n\ge1$ these two matrices differ in their first diagonal entry, so $|P|=2$. In dimension zero they would coincide.

```lean
/-- In dimension `n ≥ 1` the inversion group has translation lattice `ℤⁿ` and a point group of
order two. -/
theorem inversionGroup_witness (hn : 0 < n) :
    HasIntegerLattice (inversionGroup n) ∧ Nat.card (pointGroup (inversionGroup n)) = 2 := by
  refine ⟨fun g hg => ⟨fun h => h.2, fun h => ⟨Or.inl hg, h⟩⟩, ?_⟩
  have hset : (pointGroup (inversionGroup n) : Set (Matrix (Fin n) (Fin n) ℝ)ˣ) = {1, -1} := by
    ext r
    constructor
    · rintro ⟨g, hg, rfl⟩
      exact hg.1
    · intro hr
      exact ⟨⟨r, 0⟩, ⟨hr, 0, fun i => by simp⟩, rfl⟩
  have hne : (1 : (Matrix (Fin n) (Fin n) ℝ)ˣ) ≠ -1 := by
    intro h
    have h0 := congrArg
      (fun u : (Matrix (Fin n) (Fin n) ℝ)ˣ => u.val ⟨0, hn⟩ ⟨0, hn⟩) h
    norm_num at h0
  change Nat.card (pointGroup (inversionGroup n) : Set (Matrix (Fin n) (Fin n) ℝ)ˣ) = 2
  rw [hset, Nat.card_coe_set_eq, Set.ncard_pair hne]
```

The general count now gives $2N^n$. In three dimensions this is the space group $P\bar 1$: a cell with $N=2$ has $16$ distinct operations, eight translations and eight inversions.

```lean
/-- In dimension `n ≥ 1` and for `N ≥ 1`, the Born-von Karman group of the inversion group has
order `2 N ^ n`. -/
theorem inversionGroup_order (hn : 0 < n) {N : ℕ} (hN : 1 ≤ N) :
    Nat.card (BornVonKarman (inversionGroup n) N) = 2 * N ^ n := by
  obtain ⟨hG, h2⟩ := inversionGroup_witness hn
  have hP : Finite (pointGroup (inversionGroup n)) :=
    Nat.finite_of_card_ne_zero (by rw [h2]; norm_num)
  rw [(bornVonKarman_order hG hP hN).2.2, h2, mul_comm]

end

end BornVonKarmanOrder
```

```lean
#print axioms BornVonKarmanOrder.bornVonKarman_order
-- 'BornVonKarmanOrder.bornVonKarman_order' depends on axioms: [propext, Classical.choice, Quot.sound]
#print axioms BornVonKarmanOrder.inversionGroup_order
-- 'BornVonKarmanOrder.inversionGroup_order' depends on axioms: [propext, Classical.choice, Quot.sound]
```
